# For a single level with constant nonzero self-energy, the Dyson series cut at order N has a pole of order N+1 at the bare level, while the dressed propagator has a simple pole at the shifted level

To read a level shift off a propagator, one puts the self-energy into the denominator and looks for the zero of that denominator. For a single level with a constant, nonzero self-energy, the results below show what this step achieves. A Dyson series cut off at any finite order is still singular at the unshifted energy, and more strongly so at each higher order. The resummed propagator is finite there and has its pole at the shifted energy.

## The level, its self-energy and the truncated series

Let $e$ be the energy of the bare level, $s$ its self-energy and $z$ the energy at which the propagator is evaluated. All three are complex numbers. The bare propagator is $1/(z-e)$.

The self-energy is assumed not to depend on $z$. A real constant $s$ stands for a static shift, such as a mean-field potential acting on the level. A constant with negative imaginary part stands for the decay of the level into a broad, featureless continuum, as seen by the retarded propagator. The value of $s$ is given, not computed from an interaction.

The development uses Mathlib's complex numbers and its notion of a limit.

```lean
import Mathlib

open Filter Topology

namespace DysonPoleShift

noncomputable section
```

Each self-energy insertion contributes one factor $s$ and one further bare propagator. With at most $N$ insertions the propagator is

$$G_N(z)=\sum_{n=0}^{N}\frac{s^n}{(z-e)^{n+1}} .$$

In Lean this is `dysonSum e s N z`. The range `Finset.range (N + 1)` runs over $n=0,\dots,N$, so $N=0$ gives the bare propagator.

```lean
/-- The Dyson series of a level `e` with constant self-energy `s`, truncated after `N`
self-energy insertions, for `z ≠ e`. -/
def dysonSum (e s : ℂ) (N : ℕ) (z : ℂ) : ℂ :=
  ∑ n ∈ Finset.range (N + 1), s ^ n / (z - e) ^ (n + 1)
```

The full, or dressed, propagator has the self-energy in the denominator:

$$G(z)=\frac{1}{z-e-s}.$$

It is defined by this closed formula and not as the limit of the $G_N$, so the convergence of the series to it has to be proved.

```lean
/-- The dressed propagator of a level `e` with constant self-energy `s`, for `z ≠ e + s`. -/
def dressed (e s z : ℂ) : ℂ := 1 / (z - e - s)
```

## Adding one insertion

The sum for $N+1$ has one more term than the sum for $N$, the one with $n=N+1$:

$$G_{N+1}(z)=G_N(z)+\frac{s^{N+1}}{(z-e)^{N+2}} .$$

```lean
/-- Going one order further adds the term with `N + 1` self-energy insertions. -/
theorem dysonSum_succ (e s : ℂ) (N : ℕ) (z : ℂ) :
    dysonSum e s (N + 1) z = dysonSum e s N z + s ^ (N + 1) / (z - e) ^ (N + 2) :=
  Finset.sum_range_succ _ _
```

## The series telescopes

Write $x=z-e$ and $q=s/x$, with $x\neq 0$. The inverse dressed propagator is $x-s$, and multiplying $G_N$ by it leaves only two terms:

$$(x-s)\,G_N=1-q^{N+1}.$$

For $N=0$ the left side is $(x-s)/x=1-q$. In passing from $N$ to $N+1$, the new term contributes

$$(x-s)\frac{s^{N+1}}{x^{N+2}}=q^{N+1}-q^{N+2},$$

which replaces $-q^{N+1}$ by $-q^{N+2}$.

The Lean proof is the same induction. It names the inverse $x^{-1}$ as `u`, keeps the relation $xu=1$ as `hu`, and lets `linear_combination` verify the remaining polynomial identity.

```lean
/-- The inverse dressed propagator times the truncated series is one, up to a single
term of order `N + 1` in the self-energy. -/
theorem dysonSum_telescope {e s z : ℂ} (hz : z ≠ e) (N : ℕ) :
    (z - e - s) * dysonSum e s N z = 1 - (s / (z - e)) ^ (N + 1) := by
  have hx : z - e ≠ 0 := sub_ne_zero.mpr hz
  have hu : (z - e) * (z - e)⁻¹ = 1 := mul_inv_cancel₀ hx
  induction N with
  | zero =>
    simp only [dysonSum, zero_add, Finset.sum_range_one, pow_zero, pow_one, div_eq_mul_inv]
    linear_combination hu
  | succ N ih =>
    rw [dysonSum_succ, mul_add, ih]
    simp only [div_eq_mul_inv, ← inv_pow]
    generalize (z - e)⁻¹ = u at hu ⊢
    linear_combination s ^ (N + 1) * u ^ (N + 1) * hu
```

## The iterated Dyson equation

Multiply the recursion for $G_{N+1}$ by $x$ and insert the telescoped identity in the form $xG_N=1+sG_N-q^{N+1}$:

$$xG_{N+1}=xG_N+q^{N+1}=1+sG_N .$$

Divided by $x$, this reads $G_{N+1}=\frac1x+\frac1x\,s\,G_N$, which is the Dyson equation with the previous truncation on the right-hand side. The dressed propagator is its fixed point wherever both $x$ and $x-s$ are nonzero.

```lean
/-- The iterated Dyson equation: each truncation is obtained from the previous one by
one more scattering from the self-energy. -/
theorem dyson_equation {e s z : ℂ} (hz : z ≠ e) (N : ℕ) :
    (z - e) * dysonSum e s (N + 1) z = 1 + s * dysonSum e s N z := by
  have hu : (z - e) * (z - e)⁻¹ = 1 := mul_inv_cancel₀ (sub_ne_zero.mpr hz)
  have h := dysonSum_telescope (s := s) hz N
  rw [dysonSum_succ]
  simp only [div_eq_mul_inv, ← inv_pow] at h ⊢
  generalize (z - e)⁻¹ = u at hu h ⊢
  linear_combination h + s ^ (N + 1) * u ^ (N + 1) * hu
```

## A stronger singularity at every order

Multiplying the Dyson equation by $x^{N+1}$ gives

$$x^{N+2}G_{N+1}=x^{N+1}+s\,\bigl(x^{N+1}G_N\bigr).$$

As $x\to0$ the first term on the right vanishes. If the bracket tends to $s^N$, the whole expression tends to $s^{N+1}$. The induction starts from $xG_0=1$. Hence, for every $N$,

$$\lim_{z\to e}(z-e)^{N+1}G_N(z)=s^N .$$

In the Lean statement, `𝓝[≠] e` means that $z$ approaches $e$ through values different from $e$. In the proof, `h0` is the vanishing of $x^{N+1}$ and `h1` the limit of the right-hand side. The last line identifies that side with $x^{N+2}G_{N+1}$ through the Dyson equation.

The limit holds for every $s$, but it signals a pole of order $N+1$ only when $s^N\neq0$. For $s=0$ and $N\geq1$ it is zero, as it should be: all the $G_N$ then equal the bare propagator, whose pole is simple.

```lean
/-- Near the bare level, the truncated series multiplied by `(z - e) ^ (N + 1)` tends to
`s ^ N`. -/
theorem bare_pole_coefficient (e s : ℂ) (N : ℕ) :
    Tendsto (fun z => (z - e) ^ (N + 1) * dysonSum e s N z) (𝓝[≠] e) (𝓝 (s ^ N)) := by
  induction N with
  | zero =>
    refine tendsto_const_nhds.congr' ?_
    filter_upwards [self_mem_nhdsWithin] with z hz
    have hx : z - e ≠ 0 := sub_ne_zero.mpr hz
    simp only [dysonSum, zero_add, Finset.sum_range_one, pow_zero, pow_one]
    exact (mul_one_div_cancel hx).symm
  | succ N ih =>
    have h0 : Tendsto (fun z : ℂ => (z - e) ^ (N + 1)) (𝓝[≠] e) (𝓝 0) := by
      have hc : Continuous (fun z : ℂ => (z - e) ^ (N + 1)) := by fun_prop
      have h := (hc.tendsto e).mono_left (nhdsWithin_le_nhds (s := {e}ᶜ))
      simpa using h
    -- the Dyson equation turns the order-N limit into the order-(N+1) limit
    have h1 : Tendsto (fun z => (z - e) ^ (N + 1) + s * ((z - e) ^ (N + 1) * dysonSum e s N z))
        (𝓝[≠] e) (𝓝 (0 + s * s ^ N)) := h0.add (ih.const_mul s)
    rw [zero_add, ← pow_succ'] at h1
    refine h1.congr' ?_
    filter_upwards [self_mem_nhdsWithin] with z hz
    linear_combination (-(z - e) ^ (N + 1)) * dyson_equation (s := s) hz N
```

## The exact truncation error

If also $x\neq s$, the telescoped identity can be divided by $x-s$. This gives $G_N=(1-q^{N+1})\,G$, and therefore

$$G-G_N=q^{N+1}G .$$

The relative error of the truncation is exactly $q^{N+1}$. In the proof, `hD` states that the divisor $x-s$ is nonzero.

```lean
/-- The exact truncation error is the dressed propagator times `(s / (z - e)) ^ (N + 1)`. -/
theorem truncation_error {e s z : ℂ} (hz : z ≠ e) (hp : z ≠ e + s) (N : ℕ) :
    dressed e s z - dysonSum e s N z = (s / (z - e)) ^ (N + 1) * dressed e s z := by
  have hD : z - e - s ≠ 0 := by
    rw [sub_sub]
    exact sub_ne_zero.mpr hp
  have h : dysonSum e s N z = (1 - (s / (z - e)) ^ (N + 1)) / (z - e - s) :=
    (eq_div_iff hD).mpr (by rw [mul_comm]; exact dysonSum_telescope hz N)
  rw [h, dressed]
  generalize (s / (z - e)) ^ (N + 1) = q
  ring
```

## Convergence outside the circle of radius |s|

Suppose $|s|<|z-e|$. Then $x\neq0$ and $x\neq s$, so the error formula applies. Moreover $|q|<1$, hence $q^{N+1}\to0$ and

$$G_N(z)\to G(z)\qquad (N\to\infty).$$

The convergence is stated for each fixed $z$, with no claim of uniformity. The Lean proof first derives the two inequalities `hz` and `hp` from the hypothesis, then the bound `hq` on $|q|$, and finally passes to the limit in $G-q^{N+1}G$.

```lean
/-- Farther from the bare level than the size of the self-energy, the Dyson series
converges to the dressed propagator. -/
theorem dyson_resummation {e s z : ℂ} (h : ‖s‖ < ‖z - e‖) :
    Tendsto (fun N => dysonSum e s N z) atTop (𝓝 (dressed e s z)) := by
  have hz : z ≠ e := by
    intro hz
    rw [hz, sub_self, norm_zero] at h
    exact absurd h (not_lt_of_ge (norm_nonneg _))
  have hp : z ≠ e + s := by
    intro hp
    rw [hp, add_sub_cancel_left] at h
    exact lt_irrefl _ h
  have hq : ‖s / (z - e)‖ < 1 := by
    rw [norm_div]
    exact (div_lt_one (lt_of_le_of_lt (norm_nonneg _) h)).mpr h
  have ht : Tendsto (fun N : ℕ => (s / (z - e)) ^ (N + 1)) atTop (𝓝 0) :=
    (tendsto_pow_atTop_nhds_zero_of_norm_lt_one hq).comp (tendsto_add_atTop_nat 1)
  have h1 : Tendsto (fun N : ℕ => dressed e s z - (s / (z - e)) ^ (N + 1) * dressed e s z)
      atTop (𝓝 (dressed e s z - 0 * dressed e s z)) :=
    tendsto_const_nhds.sub (ht.mul_const _)
  rw [zero_mul, sub_zero] at h1
  refine h1.congr (fun N => ?_)
  rw [← truncation_error hz hp N, sub_sub_cancel]
```

## No convergence on or inside the circle

Subtracting the telescoped identity from the Dyson equation gives the increments of the series:

$$x\,(G_{N+1}-G_N)=q^{N+1}.$$

If the series had a limit $L$, the left side would tend to $x(L-L)=0$. But for $0<|x|\leq|s|$ we have $|q|\geq1$, so the right side has modulus at least one for every $N$. Away from the bare level, the series therefore converges to some limit exactly when $|s|<|z-e|$.

In the proof, `hk` is the increment formula and `hm` the limit that convergence would force, which leads to the contradiction $1\leq0$. The theorem assumes $z\neq e$ because Lean sets division by zero to zero, so that at $z=e$ all terms would vanish and the series would trivially converge.

The point $z=e-s$ with $s\neq0$ shows that the strict inequality is needed. There $|z-e|=|s|$ and $q=-1$, so the truncations alternate between $-1/s$ and $0$. The dressed propagator has the value $-1/(2s)$, which they never approach.

```lean
/-- Away from the bare level, the Dyson series has a limit exactly when the self-energy is
smaller in modulus than the distance to that level. -/
theorem dyson_converges_iff {e s z : ℂ} (hz : z ≠ e) :
    (∃ L, Tendsto (fun N => dysonSum e s N z) atTop (𝓝 L)) ↔ ‖s‖ < ‖z - e‖ := by
  refine ⟨?_, fun h => ⟨_, dyson_resummation h⟩⟩
  rintro ⟨L, hL⟩
  by_contra hn
  have hle : ‖z - e‖ ≤ ‖s‖ := not_lt.mp hn
  -- convergence would force the increments to vanish
  have hm : Tendsto (fun N => ‖(z - e) * (dysonSum e s (N + 1) z - dysonSum e s N z)‖)
      atTop (𝓝 ‖(z - e) * (L - L)‖) :=
    (((hL.comp (tendsto_add_atTop_nat 1)).sub hL).const_mul (z - e)).norm
  rw [sub_self L, mul_zero, norm_zero] at hm
  have h10 : (1 : ℝ) ≤ 0 := by
    refine ge_of_tendsto' hm (fun N => ?_)
    have hk : (z - e) * (dysonSum e s (N + 1) z - dysonSum e s N z)
        = (s / (z - e)) ^ (N + 1) := by
      linear_combination dyson_equation (s := s) hz N - dysonSum_telescope (s := s) hz N
    rw [hk, norm_pow, norm_div]
    exact one_le_pow₀ ((one_le_div (norm_pos_iff.mpr (sub_ne_zero.mpr hz))).mpr hle)
  linarith
```

For $s\neq0$ the bare level is the centre of this circle. The ever stronger singularities of the $G_N$ at $e$ then occur in a region where the series does not converge to the dressed propagator, so they do not imply that the dressed propagator is singular there.

## Linear growth at the shifted pole

At $z=e+s$ with $s\neq0$ we have $x=s$, and each term of the series equals $s^n/s^{n+1}=1/s$. There are $N+1$ of them, so

$$s\,G_N(e+s)=N+1 .$$

Every truncation is finite at the point where the dressed propagator has its pole. At that point the pole shows up as linear growth of the truncations with $N$. The Lean proof establishes that each term multiplied by $s$ is one, as `h`, and then counts the terms.

```lean
/-- At the shifted pole `e + s` the truncated series has the finite value `(N + 1) / s`. -/
theorem dysonSum_at_shifted_pole (e : ℂ) {s : ℂ} (hs : s ≠ 0) (N : ℕ) :
    s * dysonSum e s N (e + s) = N + 1 := by
  have h : ∀ n ∈ Finset.range (N + 1), s * (s ^ n / s ^ (n + 1)) = 1 := by
    intro n _
    rw [← mul_div_assoc, ← pow_succ', div_self (pow_ne_zero _ hs)]
  rw [dysonSum, add_sub_cancel_left, Finset.mul_sum, Finset.sum_congr rfl h]
  simp
```

## Numbers for e = 1 and s = 1/2

The shifted pole is at $3/2$. At $z=2$ we have $x=1$ and $q=1/2$, so the series converges. The first truncations and the dressed value are

$$G_0=1,\quad G_1=\tfrac32,\quad G_2=\tfrac74,\qquad G=\frac{1}{1-\frac12}=2 .$$

The error of $G_2$ is $1/4$, in agreement with $q^3G=\tfrac18\cdot2$.

Close to the bare level, at $z=1.1$, we have $x=0.1$ and

$$G_2=10+50+250=310,\qquad G=\frac{1}{0.1-0.5}=-2.5 .$$

The truncation is already dominated by its third-order pole: $x^3G_2=0.31$, not far from the limiting value $s^2=0.25$. At the shifted pole itself, $G_2(3/2)=2+2+2=6$, which is $3/s$.

## The pole moves only in the resummed propagator

The final theorem takes any complex $e$ and any $s\neq0$ and collects four statements.

1. For every $N$, the number $s^N$ is nonzero and $(z-e)^{N+1}G_N(z)$ tends to it as $z\to e$. This is how a pole of order $N+1$ is expressed, through a nonzero limit and not through a separate Lean notion of pole order.
2. For every $z$ with $|s|<|z-e|$, the truncations converge to $G(z)$.
3. As $z\to e$, the dressed propagator tends to the finite value $-1/s$. Here `𝓝 e` is a full neighbourhood, with the point $e$ included.
4. As $z\to e+s$ through other values, $(z-e-s)\,G(z)$ tends to $1$. The shifted pole is simple and has residue one, so the level keeps its full spectral weight.

The first two parts are the theorems proved above. For the third, the denominator $z-e-s$ is continuous and equals $-s\neq0$ at $z=e$, so $G$ is continuous there with value $1/(-s)$. For the fourth, the product is identically one away from $e+s$.

The theorem concerns one level and one constant. With several coupled levels, $e$ and $s$ become matrices. With a self-energy that depends on $z$, the identities at fixed $z$ still apply if $s$ is read as its value at that $z$, but the statement about the pole of the dressed propagator does not carry over in general: the dressed propagator may then have several poles, and their residues generally differ from one.

```lean
/-- For nonzero self-energy, every truncation has a pole of order `N + 1` at the bare level,
while the series converges for `‖s‖ < ‖z - e‖` to the dressed propagator, which is finite at
the bare level and has a simple pole of residue one at `e + s`. -/
theorem dyson_pole_shift (e : ℂ) {s : ℂ} (hs : s ≠ 0) :
    (∀ N : ℕ, s ^ N ≠ 0 ∧
      Tendsto (fun z => (z - e) ^ (N + 1) * dysonSum e s N z) (𝓝[≠] e) (𝓝 (s ^ N))) ∧
    (∀ z, ‖s‖ < ‖z - e‖ →
      Tendsto (fun N => dysonSum e s N z) atTop (𝓝 (dressed e s z))) ∧
    Tendsto (dressed e s) (𝓝 e) (𝓝 (-1 / s)) ∧
    Tendsto (fun z => (z - (e + s)) * dressed e s z) (𝓝[≠] (e + s)) (𝓝 1) := by
  refine ⟨fun N => ⟨pow_ne_zero N hs, bare_pole_coefficient e s N⟩,
    fun z h => dyson_resummation h, ?_, ?_⟩
  · -- the dressed propagator is continuous at the bare level
    have hc : ContinuousAt (fun z : ℂ => 1 / (z - e - s)) e :=
      ContinuousAt.div continuousAt_const (by fun_prop) (by simpa using hs)
    have hv : dressed e s e = -1 / s := by
      rw [dressed, sub_self, zero_sub, div_neg, neg_div]
    rw [← hv]
    exact hc
  · refine tendsto_const_nhds.congr' ?_
    filter_upwards [self_mem_nhdsWithin] with z hz
    have hx : z - (e + s) ≠ 0 := sub_ne_zero.mpr hz
    rw [dressed, sub_sub]
    exact (mul_one_div_cancel hx).symm

end

end DysonPoleShift
```

```lean
#print axioms DysonPoleShift.dyson_converges_iff
-- 'DysonPoleShift.dyson_converges_iff' depends on axioms: [propext, Classical.choice, Quot.sound]
#print axioms DysonPoleShift.dysonSum_at_shifted_pole
-- 'DysonPoleShift.dysonSum_at_shifted_pole' depends on axioms: [propext, Classical.choice, Quot.sound]
#print axioms DysonPoleShift.dyson_pole_shift
-- 'DysonPoleShift.dyson_pole_shift' depends on axioms: [propext, Classical.choice, Quot.sound]
```
